# Every phase factor of modulus one comes from exactly one quasienergy in the principal zone

In a periodically driven system with period T > 0, a state of quasienergy ε collects the factor exp(-iεT) over one period, in units where ħ = 1. The theorem says that ε ↦ exp(-iεT) maps the zone (-π/T, π/T] bijectively onto the unit circle in the complex plane; it concerns only these numbers, and no Hamiltonian or state vector appears in it. For injectivity, the attempt shows that two quasienergies with the same factor have phases εT differing by a whole number of turns, and that within the zone this number must be zero. For surjectivity, it takes a given z on the circle and proposes the quasienergy arg(z̄)/T, where z̄ is the complex conjugate of z.

The first attempt, which Lean rejects:

```lean
import Mathlib

open Matrix
open scoped Real ComplexConjugate

namespace PhaseBijOn

/-- The phase factor `exp(-iεT)` collected by a state of quasienergy `ε` in a time `T`. -/
noncomputable def phase (T ε : ℝ) : ℂ := Complex.exp (-(Complex.I * T) * ε)

/-- The principal quasienergy zone `(-π/T, π/T]`, for a period `T > 0`. -/
def zone (T : ℝ) : Set ℝ := Set.Ioc (-(π / T)) (π / T)

/-- For `T > 0` the phase factor maps the principal zone bijectively onto the unit circle. -/
theorem phase_bijOn {T : ℝ} (hT : 0 < T) : Set.BijOn (phase T) (zone T) {z | ‖z‖ = 1} := by
  refine ⟨fun a _ => by simp [phase, Complex.norm_exp], ?_, ?_⟩
  · rintro a ⟨ha, ha'⟩ b ⟨hb, hb'⟩ h
    obtain ⟨m, hm⟩ := Complex.exp_eq_exp_iff_exists_int.mp h
    have h1 : T * b - T * a = m * (2 * π) := by
      have := congrArg Complex.im hm
      simp at this
      linarith
    rw [← neg_div, div_lt_iff₀ hT] at ha hb
    rw [le_div_iff₀ hT] at ha' hb'
    -- two points of the zone differ by less than a full turn
    have h2 : (m : ℝ) < 1 := by nlinarith [Real.pi_pos]
    have h3 : (-1 : ℝ) < m := by nlinarith [Real.pi_pos]
    have h4 : m < 1 := by exact_mod_cast h2
    have h5 : -1 < m := by exact_mod_cast h3
    have h6 : m = 0 := by omega
    rw [h6, Int.cast_zero, zero_mul] at h1
    exact mul_left_cancel₀ hT.ne' (by linarith)
  · intro z hz
    have hz' : ‖z‖ = 1 := hz
    have h := Complex.norm_mul_exp_arg_mul_I (conj z)
    rw [RCLike.norm_conj, hz', Complex.ofReal_one, one_mul] at h
    have h2 := congrArg conj h
    rw [← Complex.exp_conj, Complex.conj_conj, map_mul, Complex.conj_ofReal,
      Complex.conj_I] at h2
    refine ⟨Complex.arg (conj z) / T, ⟨?_, ?_⟩, ?_⟩
    · rw [← neg_div, div_lt_div_iff_of_pos_right hT]
      exact Complex.neg_pi_lt_arg _
    · rw [div_le_div_iff_of_pos_right hT]
      exact Complex.arg_le_pi _
    · have hT' : (T : ℂ) ≠ 0 := by exact_mod_cast hT.ne'
      rw [phase, ← h2, Complex.ofReal_div]
      congr 1
      field_simp

end PhaseBijOn
```

The error:

```
Main.lean:45:4: error: unsolved goals
case refine_2.refine_3
T : ℝ
hT : 0 < T
z : ℂ
hz : z ∈ {z | ‖z‖ = 1}
hz' : ‖z‖ = 1
h : Complex.exp (↑((starRingEnd ℂ) z).arg * Complex.I) = (starRingEnd ℂ) z
h2 : Complex.exp (↑((starRingEnd ℂ) z).arg * -Complex.I) = z
hT' : ↑T ≠ 0
⊢ -↑((starRingEnd ℂ) (Complex.exp (-(Complex.I * ↑((starRingEnd ℂ) z).arg)))).arg = -↑((starRingEnd ℂ) z).arg
```

The change, after which it compiles:

```diff
@@ -44,6 +44,6 @@
       exact Complex.arg_le_pi _
     · have hT' : (T : ℂ) ≠ 0 := by exact_mod_cast hT.ne'
-      rw [phase, ← h2, Complex.ofReal_div]
-      congr 1
+      rw [phase, Complex.ofReal_div]
+      refine (congrArg Complex.exp ?_).trans h2
       field_simp
 
```

What went wrong. The error is in the last step of surjectivity, where the proposed quasienergy must be shown to give back `z`. The hypothesis `h2` writes `z` as an exponential, and `rw [← h2]` replaces every `z` in the goal by that exponential. The right-hand side was meant to change, but `z` also occurs on the left, inside the argument that defines the quasienergy. After `congr 1` and `field_simp`, Lean is therefore left to show that the argument of the conjugate of this exponential equals the argument of the conjugate of `z`. That is true by `h2`, but `field_simp` does not use `h2` here, and the goal stays open.

The repair drops `← h2` from the rewrite, so `z` stays as it is. The new `refine` line, which takes the place of `congr 1`, uses `h2` as the second link of a chain of equalities ending in `z`. The first link needs only that the two exponents agree, and both now contain the same argument, so `field_simp` can cancel `T` and close the goal.
